# Wigner's $2k+1$ and $2k+2$ rules for a coupled-cluster Lagrangian with quadratic amplitude equations

Perturbative order is represented here by powers of an ideal. All quantities take values in a commutative ring $R$ with an ideal $I$, and "of order $k$ and higher" means "lies in $I^k$". The case to keep in mind is the ring of formal power series in a coupling parameter $\lambda$, with $I$ generated by $\lambda$; then $I^k$ consists of the series that start at $\lambda^k$ or later. A quantity is correct through order $k$ when its error lies in $I^{k+1}$. Neither limits nor convergence enter, and derivatives are replaced by the linear part of an algebraic expansion.

The amplitudes $t$ satisfy equations $\Omega(t)=0$ with

$$\Omega(t) = r + Jt + Q(t,t),\qquad Q(x,y)_k=\sum_{i,j} x_i\,(Q_k)_{ij}\,y_j .$$

Here $r$ is a constant vector, $J$ a matrix, and $Q_k$ one matrix for each equation $k$. The energy, measured from the reference energy, is $b\cdot t$ with a fixed vector $b$. Coupled cluster with double excitations only (CCD) has this form. With multipliers $l$, one for each equation, the Lagrangian is

$$L(t,l)=b\cdot t+l\cdot\Omega(t).$$

The claim is that if $L$ is stationary at $(t_0,l_0)$, and the errors $u$ and $v$ have entries in $I^p$ and $I^q$, then

$$L(t_0+u,\,l_0+v)-L(t_0,l_0)\in I^{\min(2p,\,p+q)} .$$

## Expansion about a stationary point

Since $Q$ is bilinear,

$$\Omega(t+u)=\Omega(t)+\Omega'(t)u+Q(u,u),\qquad \Omega'(t)u=Ju+Q(t,u)+Q(u,t).$$

Both mixed terms are kept because $Q$ need not be symmetric. Inserting this into the Lagrangian gives

$$\begin{aligned}
L(t+u,l+v)={}&b\cdot t+b\cdot u+(l+v)\cdot\bigl(\Omega(t)+\Omega'(t)u+Q(u,u)\bigr)\\
={}&L(t,l)+\bigl[\,b\cdot u+l\cdot\Omega'(t)u+v\cdot\Omega(t)\,\bigr]\\
&+l\cdot Q(u,u)+v\cdot\bigl(\Omega'(t)u+Q(u,u)\bigr).
\end{aligned}$$

The square bracket is the first variation, and stationarity means that it vanishes for all directions $u$ and $v$. Taking $u=0$ and a unit vector for $v$ gives the amplitude equations $\Omega(t)=0$. Taking $v=0$ gives the multiplier equations $b\cdot u+l\cdot\Omega'(t)u=0$ for every $u$. Conversely, these two sets of equations make the bracket vanish.

## Counting orders in the remainder

At $(t_0,l_0)$ only the last line of the expansion survives. Every term of $Q(u,u)_k$ contains two factors from $I^p$, so $l_0\cdot Q(u,u)\in I^{2p}$. The entries of $\Omega'(t_0)u$ are linear in $u$ and lie in $I^p$, and those of $Q(u,u)$ lie in $I^{2p}\subseteq I^p$. The product with $v$ therefore lies in $I^{p+q}$. Both parts belong to $I^{\min(2p,\,p+q)}$, which proves the claim.

Because $\Omega(t_0)=0$, the stationary value is the energy: $L(t_0,l_0)=b\cdot t_0$. In the two rules that follow, $k$ denotes an order and not an equation.

- If amplitudes and multipliers are both correct through order $k$, then $p=q=k+1$ and the error lies in $I^{2k+2}$. The energy is correct through order $2k+1$.
- If the amplitudes are correct through order $k+1$ and the multipliers through order $k$, then $p=k+2$ and $q=k+1$. The exponent is $\min(2k+4,2k+3)=2k+3$, and the energy is correct through order $2k+2$.

The approximate energy in both rules is the Lagrangian $L(t,l)$. The bare expression $b\cdot t$ has the error $b\cdot(t-t_0)$, which is linear in the amplitude error.

In its familiar form Wigner's rule concerns the Schrödinger eigenvalue problem, where the wavefunction through order $k$ fixes the energy through order $2k+1$. The statement here is its analogue for a Lagrangian with finitely many amplitudes, quadratic equations and a linear energy. Within that model, it tells a perturbative electronic-structure calculation which orders of amplitudes and multipliers suffice for a given order of the energy.

## The model and its Lagrangian in Lean

```lean
import Mathlib

open Matrix
open scoped Polynomial

namespace CoupledClusterWigner

noncomputable section
```

The type `n` labels amplitudes and `m` labels equations. They may have different sizes.

```lean
/-- Data of a quadratic coupled-cluster model: the constant `r`, linear part `J` and quadratic
part `Q` of the amplitude equations, and the coefficients `b` of the linear energy. -/
structure Model (R n m : Type*) where
  r : m → R
  J : Matrix m n R
  Q : m → Matrix n n R
  b : n → R
```

The entries of `r`, `J`, `Q` and `b` are elements of `R`, so they may themselves depend on the coupling parameter. Both label types are now taken to be finite and `R` to be a commutative ring. In the code `⬝ᵥ` is the scalar product, without complex conjugation, and `*ᵥ` is a matrix acting on a vector.

```lean
variable {R n m : Type*} [CommRing R] [Fintype n] [Fintype m]

/-- The bilinear term `Q(x, y)` of the amplitude equations. -/
def Model.quad (M : Model R n m) (x y : n → R) : m → R :=
  fun k => x ⬝ᵥ (M.Q k *ᵥ y)

/-- The residual `Ω(t) = r + J t + Q(t, t)` of the amplitude equations. -/
def Model.residual (M : Model R n m) (t : n → R) : m → R :=
  M.r + M.J *ᵥ t + M.quad t t
```

`Model.jac` is $\Omega'(t)x$, defined by its formula and not as a limit.

```lean
/-- The formal derivative of the residual at `t` in the direction `x`. -/
def Model.jac (M : Model R n m) (t x : n → R) : m → R :=
  M.J *ᵥ x + M.quad t x + M.quad x t

/-- The coupled-cluster Lagrangian `L(t, l) = b · t + l · Ω(t)`. -/
def Model.lagrangian (M : Model R n m) (t : n → R) (l : m → R) : R :=
  M.b ⬝ᵥ t + l ⬝ᵥ M.residual t
```

The first variation is the square bracket of the expansion, with the direction called `(x, y)`.

```lean
/-- The formal first variation of the Lagrangian at `(t, l)` in the direction `(x, y)`. -/
def Model.firstVariation (M : Model R n m) (t : n → R) (l : m → R)
    (x : n → R) (y : m → R) : R :=
  M.b ⬝ᵥ x + l ⬝ᵥ M.jac t x + y ⬝ᵥ M.residual t

/-- The Lagrangian is stationary at `(t, l)` when its first variation vanishes in every
direction. -/
def Model.Stationary (M : Model R n m) (t : n → R) (l : m → R) : Prop :=
  ∀ x y, M.firstVariation t l x y = 0
```

The existence of a stationary point is a hypothesis of the error estimate and the two rules below. Physically, it says that the amplitude and multiplier equations have been solved, for instance order by order as power series. Amplitude equations of cubic or higher degree, such as those of CCSD, do not fit the structure `Model`.

## Stationarity and the exact expansions

```lean
/-- Stationarity is equivalent to the amplitude equations `Ω(t) = 0` together with the linear
equations for the multipliers. -/
theorem stationary_iff (M : Model R n m) (t : n → R) (l : m → R) :
    M.Stationary t l ↔
      M.residual t = 0 ∧ ∀ x, M.b ⬝ᵥ x + l ⬝ᵥ M.jac t x = 0 := by
  classical
  constructor
  · intro h
    constructor
    · -- vary a single multiplier
      ext k
      have h1 := h 0 (Pi.single k 1)
      have h0 := h 0 0
      simp only [Model.firstVariation, single_dotProduct, zero_dotProduct, one_mul] at h1 h0
      rw [Pi.zero_apply]
      linear_combination h1 - h0
    · intro x
      have hx := h x 0
      simpa only [Model.firstVariation, zero_dotProduct, add_zero] using hx
  · rintro ⟨hr, hl⟩ x y
    rw [Model.firstVariation, hr, dotProduct_zero, add_zero, hl]
```

In the forward direction `Pi.single k 1` varies the multiplier of equation `k` alone. Subtracting the variation in the zero direction leaves $\Omega(t)_k=0$. The direction `h x 0` gives the multiplier equations.

```lean
omit [Fintype m] in
/-- Exact expansion of the residual about `t`. -/
theorem residual_add (M : Model R n m) (t u : n → R) :
    M.residual (t + u) = M.residual t + M.jac t u + M.quad u u := by
  ext k
  simp only [Model.residual, Model.jac, Model.quad, Pi.add_apply, Matrix.mulVec_add,
    add_dotProduct, dotProduct_add]
  ring
```

The proof works component by component: the `simp only` call distributes the products over the sums, and `ring` collects the terms.

```lean
/-- Exact expansion of the Lagrangian: beyond the first variation there remain a term quadratic
in the amplitude error `u` and a term containing both `u` and the multiplier error `v`. -/
theorem lagrangian_add (M : Model R n m) (t u : n → R) (l v : m → R) :
    M.lagrangian (t + u) (l + v) = M.lagrangian t l + M.firstVariation t l u v
      + (l ⬝ᵥ M.quad u u + v ⬝ᵥ (M.jac t u + M.quad u u)) := by
  simp only [Model.lagrangian, Model.firstVariation, residual_add, dotProduct_add,
    add_dotProduct]
  ring
```

This is the displayed expansion of $L$. It is an identity at every point, stationary or not.

## The order estimate

Two facts about scalar products carry the counting. A combination of elements of an ideal, with arbitrary coefficients, stays in the ideal; and orders add when both factors are small.

```lean
/-- A linear combination of quantities in an ideal stays in that ideal. -/
theorem dot_mem {I : Ideal R} (y : n → R) {x : n → R} (hx : ∀ i, x i ∈ I) :
    y ⬝ᵥ x ∈ I := by
  unfold dotProduct
  exact sum_mem fun i _ => I.mul_mem_left _ (hx i)

/-- Orders add in a scalar product: entries in `I^p` and `I^q` give a result in `I^(p+q)`. -/
theorem dot_mem_pow {I : Ideal R} {p q : ℕ} {x y : n → R}
    (hx : ∀ i, x i ∈ I ^ p) (hy : ∀ i, y i ∈ I ^ q) : x ⬝ᵥ y ∈ I ^ (p + q) := by
  unfold dotProduct
  rw [pow_add]
  exact sum_mem fun i _ => Ideal.mul_mem_mul (hx i) (hy i)
```

The main theorem combines them with the expansion.

```lean
/-- At a stationary point, amplitude errors in `I^p` and multiplier errors in `I^q` change the
Lagrangian only by an element of `I^min(2p, p+q)`. -/
theorem lagrangian_error (M : Model R n m) {I : Ideal R} {p q : ℕ}
    {t₀ u : n → R} {l₀ v : m → R} (h : M.Stationary t₀ l₀)
    (hu : ∀ i, u i ∈ I ^ p) (hv : ∀ k, v k ∈ I ^ q) :
    M.lagrangian (t₀ + u) (l₀ + v) - M.lagrangian t₀ l₀ ∈ I ^ min (2 * p) (p + q) := by
  -- the quadratic term has order 2p
  have hQ : ∀ k, M.quad u u k ∈ I ^ (p + p) := fun k =>
    dot_mem_pow hu (fun i => dot_mem (M.Q k i) hu)
  -- the linearised residual has order p
  have hJ : ∀ k, M.jac t₀ u k ∈ I ^ p := by
    intro k
    have h1 : (M.J *ᵥ u) k ∈ I ^ p := dot_mem (M.J k) hu
    have h2 : M.quad t₀ u k ∈ I ^ p := dot_mem t₀ (fun i => dot_mem (M.Q k i) hu)
    have h3 : M.quad u t₀ k ∈ I ^ p := by
      unfold Model.quad
      rw [dotProduct_comm]
      exact dot_mem _ hu
    exact add_mem (add_mem h1 h2) h3
  have hA : l₀ ⬝ᵥ M.quad u u ∈ I ^ (p + p) := dot_mem l₀ hQ
  have hS : ∀ k, (M.jac t₀ u + M.quad u u) k ∈ I ^ p := fun k =>
    add_mem (hJ k) (Ideal.pow_le_pow_right (Nat.le_add_right p p) (hQ k))
  have hB : v ⬝ᵥ (M.jac t₀ u + M.quad u u) ∈ I ^ (q + p) := dot_mem_pow hv hS
  rw [lagrangian_add, h u v, add_zero, add_sub_cancel_left]
  exact add_mem (Ideal.pow_le_pow_right (by omega) hA)
    (Ideal.pow_le_pow_right (by omega) hB)
```

`hQ` places $Q(u,u)$ in $I^{2p}$, and `hJ` places the three terms of $\Omega'(t_0)u$ in $I^p$. `hA` and `hB` are then the estimates for the two parts of the remainder. The rewrite with `lagrangian_add` and `h u v` removes the first variation, and `Ideal.pow_le_pow_right` passes from each exponent to the smaller one, `min (2 * p) (p + q)`.

## Energies through order $2k+1$ and $2k+2$

```lean
/-- At a stationary point the Lagrangian equals the energy `b · t`. -/
theorem lagrangian_eq_energy (M : Model R n m) {t : n → R} {l : m → R}
    (h : M.Stationary t l) : M.lagrangian t l = M.b ⬝ᵥ t := by
  rw [Model.lagrangian, ((stationary_iff M t l).mp h).1, dotProduct_zero, add_zero]
```

The two rules are stated for approximate quantities `t` and `l`, with the errors written as differences. Here `k` is the order and `j` labels the equations.

```lean
/-- The `2k+1` rule for the Lagrangian: at amplitudes and multipliers that agree with a stationary
point through order `k`, the value of the Lagrangian agrees with the energy `b · t₀` of that point
through order `2k+1`. -/
theorem wigner_amplitudes (M : Model R n m) {I : Ideal R} (k : ℕ)
    {t₀ t : n → R} {l₀ l : m → R} (h : M.Stationary t₀ l₀)
    (ht : ∀ i, t i - t₀ i ∈ I ^ (k + 1)) (hl : ∀ j, l j - l₀ j ∈ I ^ (k + 1)) :
    M.lagrangian t l - M.b ⬝ᵥ t₀ ∈ I ^ (2 * k + 2) := by
  have key := lagrangian_error M (u := t - t₀) (v := l - l₀) h ht hl
  rw [add_sub_cancel, add_sub_cancel, lagrangian_eq_energy M h] at key
  exact Ideal.pow_le_pow_right (by omega) key
```

For `k = 0`, amplitudes and multipliers correct at zeroth order give the energy through first order.

```lean
/-- The `2k+2` rule for multipliers: at multipliers that agree with a stationary point through order
`k` and amplitudes that agree with it through order `k+1`, the value of the Lagrangian agrees with
the energy `b · t₀` of that point through order `2k+2`. -/
theorem wigner_multipliers (M : Model R n m) {I : Ideal R} (k : ℕ)
    {t₀ t : n → R} {l₀ l : m → R} (h : M.Stationary t₀ l₀)
    (ht : ∀ i, t i - t₀ i ∈ I ^ (k + 2)) (hl : ∀ j, l j - l₀ j ∈ I ^ (k + 1)) :
    M.lagrangian t l - M.b ⬝ᵥ t₀ ∈ I ^ (2 * k + 3) := by
  have key := lagrangian_error M (u := t - t₀) (v := l - l₀) h ht hl
  rw [add_sub_cancel, add_sub_cancel, lagrangian_eq_energy M h] at key
  exact Ideal.pow_le_pow_right (by omega) key
```

Both proofs apply `lagrangian_error` with `u := t - t₀` and `v := l - l₀`, replace the stationary Lagrangian by the energy, and leave the comparison of exponents to `omega`.

## A one-amplitude model that attains the bound

Take a single amplitude with $\Omega(t)=t+t^2$ and $b=-1$, over the polynomials $\mathbb Z[X]$, where $X$ plays the part of the coupling parameter. This is an algebraic test case and not a physical CCD model: in CCD the constants $r$ and $b$ are built from the same two-electron integrals, so $r=0$ would force $b=0$.

```lean
/-- The model with one amplitude, residual `t + t²` and energy `-t`, over polynomials in a
coupling parameter `X`. -/
def oneAmplitude : Model ℤ[X] Unit Unit where
  r := 0
  J := 1
  Q := fun _ => 1
  b := fun _ => -1
```

At $t_0=0$, $l_0=1$ the first variation is $-x+x+y\cdot 0=0$, and $L(0,1)=0$. With errors $X^p$ and $X^q$,

$$-X^p+(1+X^q)(X^p+X^{2p})=X^{2p}+X^{p+q}+X^{2p+q}.$$

No cancellation can occur, since all coefficients are positive. The coefficient at order $\min(2p,p+q)$ is therefore nonzero, and the difference does not lie in the next power of the ideal generated by $X$. This holds for all natural numbers $p$ and $q$, so no larger exponent is valid for all models.

```lean
/-- The one-amplitude model is stationary at amplitude `0` and multiplier `1`, and there errors
`X^p` in the amplitude and `X^q` in the multiplier change its Lagrangian by a polynomial that does
not lie in the power `min(2p, p+q) + 1` of the ideal generated by `X`. -/
theorem lagrangian_error_sharp (p q : ℕ) :
    oneAmplitude.Stationary 0 (fun _ => 1) ∧
      oneAmplitude.lagrangian (0 + fun _ => Polynomial.X ^ p)
          ((fun _ => 1) + fun _ => Polynomial.X ^ q)
        - oneAmplitude.lagrangian 0 (fun _ => 1)
        ∉ Ideal.span {(Polynomial.X : ℤ[X])} ^ (min (2 * p) (p + q) + 1) := by
  constructor
  · intro x y
    simp [Model.firstVariation, Model.jac, Model.quad, Model.residual, oneAmplitude,
      dotProduct]
  · have hd : oneAmplitude.lagrangian (0 + fun _ => Polynomial.X ^ p)
          ((fun _ => 1) + fun _ => Polynomial.X ^ q)
        - oneAmplitude.lagrangian 0 (fun _ => 1)
        = (Polynomial.X : ℤ[X]) ^ (2 * p) + Polynomial.X ^ (p + q)
          + Polynomial.X ^ (2 * p + q) := by
      simp [Model.lagrangian, Model.quad, Model.residual, oneAmplitude, dotProduct]
      ring
    rw [hd, Ideal.span_singleton_pow, Ideal.mem_span_singleton, Polynomial.X_pow_dvd_iff]
    intro h
    -- the coefficient at the lowest order is a positive integer
    have hc := h (min (2 * p) (p + q)) (Nat.lt_succ_self _)
    simp only [Polynomial.coeff_add, Polynomial.coeff_X_pow] at hc
    split_ifs at hc <;> omega

end

end CoupledClusterWigner
```

The equation `hd` is the polynomial computed above. Membership in a power of the ideal becomes divisibility by a power of $X$, and then the vanishing of all lower coefficients. The final case split evaluates the coefficient at the lowest order and finds that it is not zero.

```lean
#print axioms CoupledClusterWigner.wigner_amplitudes
#print axioms CoupledClusterWigner.wigner_multipliers
#print axioms CoupledClusterWigner.lagrangian_error_sharp
```

```
'CoupledClusterWigner.wigner_amplitudes' depends on axioms: [propext, Classical.choice, Quot.sound]
'CoupledClusterWigner.wigner_multipliers' depends on axioms: [propext, Classical.choice, Quot.sound]
'CoupledClusterWigner.lagrangian_error_sharp' depends on axioms: [propext, Classical.choice, Quot.sound]
```
